# Averaging a positive semidefinite matrix over the translations of a ring does not lower the trace of its square root

## Hopping matrix, shift and average

Let $H$ be the real symmetric nearest-neighbour hopping matrix of electrons on a ring, with amplitude $t_j$ between sites $j$ and $j+1$. In the Peierls problem the lattice can distort and change the $t_j$, and one asks which distortion minimises the sum of the electronic and elastic energies. The lemma here concerns the electronic part. For non-interacting spin-½ electrons at half filling, with $N\ge 4$ even, the spectrum of $H$ is symmetric about zero and the electronic ground-state energy is $E=-\operatorname{tr}|H|=-\operatorname{tr}\sqrt{H^2}$.

The trace inequality below holds for every real positive semidefinite $N\times N$ matrix $A$ with $N\ge 1$; the application has $A=H^2$. Site labels are integers modulo $N$. The shift $S$ takes site $j$ to site $j+1$, and $S^{-1}=S^{\mathsf T}$. Define

$$A_k=S^kAS^{-k},\qquad \langle A\rangle=\frac1N\sum_{k=0}^{N-1}A_k .$$

The square root $\sqrt A$ keeps the eigenvectors of $A$ and takes the non-negative square roots of its eigenvalues. Then

$$\operatorname{tr}\sqrt A\le\operatorname{tr}\sqrt{\langle A\rangle},$$

with equality exactly when $SA=AS$.

## A lower bound on the electronic energy of a distorted chain

A code that minimises the energy of a half-filled, non-interacting chain over its bond pattern can use the lemma as a lower bound on the electronic part. Let $a$ be the mean of $t_j^2$ and $b$ the mean of $t_jt_{j+1}$. The matrix $\langle H^2\rangle$ is circulant, so plane waves diagonalise it:

$$E\ge-\sum_q\sqrt{2a+2b\cos 2q},\qquad q=\frac{2\pi m}{N},\quad m=0,\dots,N-1.$$

Equality does not require equal bonds. If the hopping alternates between two values, $H^2$ commutes with $S$ although $H$ need not, and the dimerised chain attains the bound.

## From a variance to the trace inequality

**Monotonicity of the square root.** Let $T,M\ge0$ and $T^2-M^2\ge0$, where $\ge 0$ means positive semidefinite. Take an eigenvector $v\neq0$ with $(T-M)v=lv$. Since $T^2-M^2=T(T-M)+(T-M)M$ and $T-M$ is symmetric,

$$0\le v\cdot(T^2-M^2)v=l\,(v\cdot Tv+v\cdot Mv).$$

If $l<0$, the bracket is at most zero. Both of its terms are non-negative, so both vanish. But then $l\,v\cdot v=v\cdot Tv-v\cdot Mv=0$, a contradiction. Hence every eigenvalue of $T-M$ is non-negative. This is `sub_posSemidef_of_sq`.

**Translations.** Because $S^{-k}=(S^k)^{\mathsf T}$, we have $x\cdot A_kx=(S^{-k}x)\cdot A(S^{-k}x)\ge0$. Cyclicity gives $\operatorname{tr}A_k=\operatorname{tr}A$, and cancelling $S^{-k}S^k$ gives $(R^2)_k=R_k^2$. Averages therefore preserve positivity and trace (`average_posSemidef`, `trace_average`).

**Variance.** Put $R=\sqrt A$ and $M=\langle R\rangle$. Expanding the square, with $\frac1N\sum_kR_k=M$,

$$\frac1N\sum_k(R_k-M)^2=\langle R^2\rangle-M^2-M^2+M^2=\langle A\rangle-M^2 .$$

Each deviation is symmetric, so its square is positive semidefinite, and so is the sum. The identity is `average_variance`.

**Trace.** Monotonicity with $T=\sqrt{\langle A\rangle}$ gives $\sqrt{\langle A\rangle}-\langle\sqrt A\rangle\ge0$, which is `sqrt_average_sub`. Its trace is non-negative, and $\operatorname{tr}\langle\sqrt A\rangle=\operatorname{tr}\sqrt A$. This proves `kennedy_lieb`.

**Equality.** If the traces agree, this positive semidefinite difference has trace zero and vanishes. Then $M^2=\langle A\rangle$, so the variance is zero. The trace of each squared deviation is a sum of squared entries, so every $R_k$ equals $M$. For $N\ge2$, $R_1=R_0$ says $SRS^{-1}=R$; hence $S$ commutes with $R$ and with $R^2=A$. For $N=1$, $S$ is the identity. Conversely, if $SA=AS$, every $A_k=A$ and $\langle A\rangle=A$. This is `kennedy_lieb_eq_iff`.

The same argument applies to any positive semidefinite matrices $B_k$ with weights $p_k\ge0$ summing to one. Replacing $R_k$ by $\sqrt{B_k}$ gives $\sqrt{\sum_kp_kB_k}-\sum_kp_k\sqrt{B_k}\ge0$, the operator concavity of the square root; the Lean theorems treat only equally weighted translates.

## The statements and proof in Lean

Sites have type `ZMod N`, and `[NeZero N]` means $N\ge1$. The definitions `shift`, `translate` and `average` are $S$, $A_k$ and $\langle A\rangle$. The hypothesis `A.PosSemidef` includes symmetry. The function `psdSqrt` takes the proof `hA` of positivity as its argument, which is why the averaged root reads `psdSqrt (average_posSemidef hA)`. The theorem `psdSqrt_spec` shows that this spectral definition gives a positive semidefinite matrix whose square is $A$.

The central Mathlib device is `posSemidef_iff_eigenvalues_nonneg`, used in `sub_posSemidef_of_sq`. It replaces a matrix inequality by one scalar inequality per eigenvalue. Mathlib's `eigenvectorBasis` then supplies the vector $v$: orthonormality makes it non-zero, and `mulVec_eigenvectorBasis` gives the eigenvalue equation. The step `key` is the expectation value computed above, and `linarith` closes the contradiction.

```lean
import Mathlib

open Matrix Finset

namespace KennedyLiebAveraging

noncomputable section

variable {n : Type*} [Fintype n] [DecidableEq n] {N : ℕ}

/-- The square root of a real positive semidefinite matrix: same eigenvectors, square roots of
the eigenvalues. -/
def psdSqrt {A : Matrix n n ℝ} (hA : A.PosSemidef) : Matrix n n ℝ :=
  (hA.isHermitian.eigenvectorUnitary : Matrix n n ℝ) *
    diagonal (fun i => Real.sqrt (hA.isHermitian.eigenvalues i)) *
    star (hA.isHermitian.eigenvectorUnitary : Matrix n n ℝ)

/-- The cyclic shift of a ring of `N` sites, taking site `j` to site `j + 1`. -/
def shift (N : ℕ) : Matrix (ZMod N) (ZMod N) ℝ :=
  Matrix.of fun i j => if i = j + 1 then 1 else 0

/-- The matrix `A` translated by `k` sites, `S^k A S^(-k)`; the inverse of the shift `S` is
written as its transpose. -/
def translate [NeZero N] (k : ℕ) (A : Matrix (ZMod N) (ZMod N) ℝ) :
    Matrix (ZMod N) (ZMod N) ℝ :=
  shift N ^ k * A * (shift N)ᵀ ^ k

/-- The average of `A` over all `N` translations of the ring. -/
def average [NeZero N] (A : Matrix (ZMod N) (ZMod N) ℝ) : Matrix (ZMod N) (ZMod N) ℝ :=
  (N : ℝ)⁻¹ • ∑ k ∈ range N, translate k A

/-- The square root of a positive semidefinite matrix is positive semidefinite and squares to
that matrix. -/
theorem psdSqrt_spec {A : Matrix n n ℝ} (hA : A.PosSemidef) :
    (psdSqrt hA).PosSemidef ∧ psdSqrt hA * psdSqrt hA = A := by
  set U : Matrix n n ℝ := (hA.isHermitian.eigenvectorUnitary : Matrix n n ℝ) with hU
  set D : Matrix n n ℝ :=
    diagonal (fun i => Real.sqrt (hA.isHermitian.eigenvalues i)) with hD
  have h1 : star U * U = 1 :=
    Matrix.mem_unitaryGroup_iff'.mp hA.isHermitian.eigenvectorUnitary.2
  have h2 : U * star U = 1 :=
    Matrix.mem_unitaryGroup_iff.mp hA.isHermitian.eigenvectorUnitary.2
  constructor
  · have hDp : D.PosSemidef :=
      Matrix.posSemidef_diagonal_iff.mpr fun i => Real.sqrt_nonneg _
    exact hDp.mul_mul_conjTranspose_same U
  · have hDD : D * D = diagonal hA.isHermitian.eigenvalues := by
      rw [hD, diagonal_mul_diagonal]
      congr 1
      ext i
      exact Real.mul_self_sqrt (hA.eigenvalues_nonneg i)
    -- the columns of `U` are eigenvectors of `A`
    have hAU : A * U = U * diagonal hA.isHermitian.eigenvalues := by
      ext i j
      have e : ∀ k, U k j = (hA.isHermitian.eigenvectorBasis j).ofLp k :=
        fun k => hA.isHermitian.eigenvectorUnitary_apply k j
      have h : ∑ k, A i k * (hA.isHermitian.eigenvectorBasis j).ofLp k =
          hA.isHermitian.eigenvalues j * (hA.isHermitian.eigenvectorBasis j).ofLp i :=
        congrFun (hA.isHermitian.mulVec_eigenvectorBasis j) i
      rw [Matrix.mul_diagonal, Matrix.mul_apply]
      simp only [e]
      rw [h, mul_comm]
    calc psdSqrt hA * psdSqrt hA = U * D * (star U * U) * D * star U := by
          change U * D * star U * (U * D * star U) = _
          simp only [mul_assoc]
      _ = U * (D * D) * star U := by rw [h1, mul_one]; simp only [mul_assoc]
      _ = A := by rw [hDD, ← hAU, mul_assoc, h2, mul_one]

/-- The square root is operator monotone: for positive semidefinite `T` and `M`, if `T² - M²` is
positive semidefinite, then so is `T - M`. -/
theorem sub_posSemidef_of_sq {T M : Matrix n n ℝ} (hT : T.PosSemidef) (hM : M.PosSemidef)
    (h : (T * T - M * M).PosSemidef) : (T - M).PosSemidef := by
  have hH : (T - M).IsHermitian := hT.isHermitian.sub hM.isHermitian
  have hDt : (T - M)ᵀ = T - M := by
    rw [← Matrix.conjTranspose_eq_transpose_of_trivial]
    exact hH
  have hq : ∀ {P : Matrix n n ℝ}, P.PosSemidef → ∀ x : n → ℝ, 0 ≤ x ⬝ᵥ P *ᵥ x := by
    intro P hP x
    simpa only [star_trivial] using hP.dotProduct_mulVec_nonneg x
  rw [hH.posSemidef_iff_eigenvalues_nonneg]
  intro i
  change 0 ≤ hH.eigenvalues i
  obtain ⟨v, hv0, hev⟩ : ∃ v : n → ℝ, v ≠ 0 ∧ (T - M) *ᵥ v = hH.eigenvalues i • v :=
    ⟨(hH.eigenvectorBasis i).ofLp,
      fun h0 => hH.eigenvectorBasis.orthonormal.ne_zero i (by ext j; exact congrFun h0 j),
      hH.mulVec_eigenvectorBasis i⟩
  have hvD : v ᵥ* (T - M) = hH.eigenvalues i • v := by
    rw [← hev, ← Matrix.vecMul_transpose, hDt]
  -- expectation value of `T² - M² = T (T - M) + (T - M) M` in the eigenvector
  have key : v ⬝ᵥ (T * T - M * M) *ᵥ v =
      hH.eigenvalues i * (v ⬝ᵥ T *ᵥ v + v ⬝ᵥ M *ᵥ v) := by
    have e : T * T - M * M = T * (T - M) + (T - M) * M := by noncomm_ring
    rw [e, Matrix.add_mulVec, dotProduct_add, ← Matrix.mulVec_mulVec,
      ← Matrix.mulVec_mulVec, hev, Matrix.mulVec_smul, dotProduct_smul,
      Matrix.dotProduct_mulVec v (T - M), hvD, smul_dotProduct]
    simp only [smul_eq_mul]
    ring
  have hdiff : v ⬝ᵥ T *ᵥ v - v ⬝ᵥ M *ᵥ v = hH.eigenvalues i * (v ⬝ᵥ v) := by
    rw [← dotProduct_sub, ← Matrix.sub_mulVec, hev, dotProduct_smul, smul_eq_mul]
  have hvv : 0 < v ⬝ᵥ v :=
    lt_of_le_of_ne (Finset.sum_nonneg fun j _ => mul_self_nonneg (v j))
      fun h0 => hv0 (dotProduct_self_eq_zero.mp h0.symm)
  have h0 := hq h v
  have hTv := hq hT v
  have hMv := hq hM v
  by_contra hneg
  have hl := lt_of_not_ge hneg
  have hsum : v ⬝ᵥ T *ᵥ v + v ⬝ᵥ M *ᵥ v ≤ 0 := by
    by_contra hp
    have := mul_neg_of_neg_of_pos hl (lt_of_not_ge hp)
    linarith
  have := mul_neg_of_neg_of_pos hl hvv
  linarith

/-- Shifting by `k` sites and then back by `k` sites is the identity. -/
theorem shift_back [NeZero N] (k : ℕ) : (shift N)ᵀ ^ k * shift N ^ k = 1 := by
  have h : (shift N)ᵀ * shift N = 1 := by
    ext i j
    simp [shift, Matrix.mul_apply, Matrix.one_apply, eq_comm]
  have hc : Commute (shift N)ᵀ (shift N) := h.trans (mul_eq_one_comm.mp h).symm
  rw [← hc.mul_pow, h, one_pow]

/-- A translated positive semidefinite matrix is positive semidefinite. -/
theorem translate_posSemidef [NeZero N] {A : Matrix (ZMod N) (ZMod N) ℝ}
    (hA : A.PosSemidef) (k : ℕ) : (translate k A).PosSemidef := by
  have h := hA.mul_mul_conjTranspose_same (shift N ^ k)
  rwa [Matrix.conjTranspose_eq_transpose_of_trivial, Matrix.transpose_pow] at h

/-- The translation average of a positive semidefinite matrix is positive semidefinite. -/
theorem average_posSemidef [NeZero N] {A : Matrix (ZMod N) (ZMod N) ℝ}
    (hA : A.PosSemidef) : (average A).PosSemidef :=
  (Finset.sum_induction _ Matrix.PosSemidef (fun _ _ ha hb => ha.add hb)
    Matrix.PosSemidef.zero fun k _ => translate_posSemidef hA k).smul (by positivity)

/-- Averaging over translations preserves the trace. -/
theorem trace_average [NeZero N] (A : Matrix (ZMod N) (ZMod N) ℝ) :
    (average A).trace = A.trace := by
  have hN : (N : ℝ) ≠ 0 := Nat.cast_ne_zero.mpr (NeZero.ne N)
  have h : ∀ k, (translate k A).trace = A.trace := fun k => by
    rw [translate, Matrix.trace_mul_cycle, shift_back, one_mul]
  rw [average, Matrix.trace_smul, Matrix.trace_sum, Finset.sum_congr rfl fun k _ => h k,
    Finset.sum_const, Finset.card_range, nsmul_eq_mul, smul_eq_mul, inv_mul_cancel_left₀ hN]

/-- Variance identity: the average of `R²` minus the square of the average of `R` is the mean
squared deviation of the translates of `R` from their average. -/
theorem average_variance [NeZero N] (R : Matrix (ZMod N) (ZMod N) ℝ) :
    average (R * R) - average R * average R = (N : ℝ)⁻¹ • ∑ k ∈ range N,
      (translate k R - average R) * (translate k R - average R) := by
  have hN : (N : ℝ) ≠ 0 := Nat.cast_ne_zero.mpr (NeZero.ne N)
  have hm : ∀ k, translate k (R * R) = translate k R * translate k R := fun k => by
    calc translate k (R * R)
        = shift N ^ k * R * ((shift N)ᵀ ^ k * shift N ^ k) * R * (shift N)ᵀ ^ k := by
          rw [shift_back, mul_one]; simp only [translate, mul_assoc]
      _ = _ := by simp only [translate, mul_assoc]
  have hS : ∑ k ∈ range N, translate k R = (N : ℝ) • average R := by
    rw [average, smul_smul, mul_inv_cancel₀ hN, one_smul]
  have hA : average (R * R) = (N : ℝ)⁻¹ • ∑ k ∈ range N, translate k R * translate k R := by
    rw [average, Finset.sum_congr rfl fun k _ => hm k]
  rw [hA]
  generalize average R = M at *
  have hc : ∑ _k ∈ range N, M * M = (N : ℝ) • (M * M) := by
    rw [Finset.sum_const, Finset.card_range, Nat.cast_smul_eq_nsmul]
  have e : ∑ k ∈ range N, (translate k R - M) * (translate k R - M) =
      ∑ k ∈ range N, translate k R * translate k R - (N : ℝ) • (M * M) := by
    simp only [sub_mul, mul_sub, Finset.sum_sub_distrib]
    rw [← Finset.sum_mul, ← Finset.mul_sum, hS, hc, smul_mul_assoc, mul_smul_comm]
    abel
  rw [e, smul_sub, smul_smul, inv_mul_cancel₀ hN, one_smul]

/-- Operator form of the averaging lemma: for positive semidefinite `A`, the square root of the
average minus the average of the square root is positive semidefinite. -/
theorem sqrt_average_sub [NeZero N] {A : Matrix (ZMod N) (ZMod N) ℝ} (hA : A.PosSemidef) :
    (psdSqrt (average_posSemidef hA) - average (psdSqrt hA)).PosSemidef := by
  obtain ⟨hR, hRR⟩ := psdSqrt_spec hA
  obtain ⟨hT, hTT⟩ := psdSqrt_spec (average_posSemidef hA)
  have hM := average_posSemidef hR
  refine sub_posSemidef_of_sq hT hM ?_
  have hv := average_variance (psdSqrt hA)
  rw [hRR] at hv
  rw [hTT, hv]
  refine (Finset.sum_induction _ Matrix.PosSemidef (fun _ _ ha hb => ha.add hb)
    Matrix.PosSemidef.zero fun k _ => ?_).smul (by positivity)
  have hY := (translate_posSemidef hR k).isHermitian.sub hM.isHermitian
  have h := Matrix.posSemidef_conjTranspose_mul_self
    (translate k (psdSqrt hA) - average (psdSqrt hA))
  rwa [hY.eq] at h

/-- Kennedy-Lieb averaging lemma: for a positive semidefinite matrix on a ring, averaging over
translations does not lower the trace of the square root. -/
theorem kennedy_lieb [NeZero N] {A : Matrix (ZMod N) (ZMod N) ℝ} (hA : A.PosSemidef) :
    (psdSqrt hA).trace ≤ (psdSqrt (average_posSemidef hA)).trace := by
  have h := (sqrt_average_sub hA).trace_nonneg
  rw [Matrix.trace_sub, trace_average] at h
  linarith

/-- Equality case: for positive semidefinite `A`, averaging leaves the trace of the square root
unchanged exactly when `A` commutes with the shift. -/
theorem kennedy_lieb_eq_iff [NeZero N] {A : Matrix (ZMod N) (ZMod N) ℝ}
    (hA : A.PosSemidef) :
    (psdSqrt (average_posSemidef hA)).trace = (psdSqrt hA).trace ↔
      shift N * A = A * shift N := by
  have hN : (N : ℝ) ≠ 0 := Nat.cast_ne_zero.mpr (NeZero.ne N)
  constructor
  · intro heq
    obtain ⟨hR, hRR⟩ := psdSqrt_spec hA
    have hTT := (psdSqrt_spec (average_posSemidef hA)).2
    have hM := average_posSemidef hR
    have hz : ∀ Y : Matrix (ZMod N) (ZMod N) ℝ, Y.IsHermitian → (Y * Y).trace = 0 → Y = 0 :=
      fun Y hY h => Matrix.trace_conjTranspose_mul_self_eq_zero_iff.mp (by rwa [hY.eq])
    -- a positive semidefinite difference of trace zero vanishes
    have hD := sqrt_average_sub hA
    obtain ⟨hQ, hQQ⟩ := psdSqrt_spec hD
    have hQ0 := hz _ hQ.isHermitian (by
      rw [hQQ, Matrix.trace_sub, trace_average, heq, sub_self])
    rw [hQ0, mul_zero] at hQQ
    have hTM := sub_eq_zero.mp hQQ.symm
    -- so the variance of the translates vanishes, and with it every deviation
    have hv := average_variance (psdSqrt hA)
    rw [hRR, ← hTM, hTT, sub_self, hTM] at hv
    have hs := (smul_eq_zero.mp hv.symm).resolve_left (inv_ne_zero hN)
    have hY : ∀ k, (translate k (psdSqrt hA) - average (psdSqrt hA)).IsHermitian :=
      fun k => (translate_posSemidef hR k).isHermitian.sub hM.isHermitian
    have ht := congrArg Matrix.trace hs
    rw [Matrix.trace_sum, Matrix.trace_zero, Finset.sum_eq_zero_iff_of_nonneg] at ht
    · have hk : ∀ k ∈ range N, translate k (psdSqrt hA) = average (psdSqrt hA) :=
        fun k hk => sub_eq_zero.mp (hz _ (hY k) (ht k hk))
      by_cases h1 : N = 1
      · subst h1
        have : Subsingleton (ZMod 1) := inferInstanceAs (Subsingleton (Fin 1))
        have hS : shift 1 = 1 := by
          ext i j
          change (if i = j + 1 then (1 : ℝ) else 0) = _
          rw [if_pos (Subsingleton.elim _ _), Subsingleton.elim i j, Matrix.one_apply_eq]
        rw [hS, one_mul, mul_one]
      · have hpos := NeZero.pos N
        have h01 := (hk 1 (Finset.mem_range.mpr (by omega))).trans
          (hk 0 (Finset.mem_range.mpr hpos)).symm
        simp only [translate, pow_one, pow_zero, one_mul, mul_one] at h01
        have hb : (shift N)ᵀ * shift N = 1 := by simpa only [pow_one] using shift_back (N := N) 1
        have hc : Commute (shift N) (psdSqrt hA) := by
          change shift N * psdSqrt hA = psdSqrt hA * shift N
          conv_rhs => rw [← h01]
          rw [mul_assoc, hb, mul_one]
        have h2 := (hc.mul_right hc).eq
        rwa [hRR] at h2
    · intro k _
      have h := (Matrix.posSemidef_conjTranspose_mul_self
        (translate k (psdSqrt hA) - average (psdSqrt hA))).trace_nonneg
      rwa [(hY k).eq] at h
  · intro h
    have hc : Commute (shift N) A := h
    have ht : ∀ k, translate k A = A := fun k => by
      have hb : shift N ^ k * (shift N)ᵀ ^ k = 1 := mul_eq_one_comm.mp (shift_back k)
      rw [translate, (hc.pow_left k).eq, mul_assoc, hb, mul_one]
    have ha : average A = A := by
      rw [average, Finset.sum_congr rfl fun k _ => ht k, Finset.sum_const, Finset.card_range,
        ← Nat.cast_smul_eq_nsmul ℝ, smul_smul, inv_mul_cancel₀ hN, one_smul]
    have hg : ∀ (B : Matrix (ZMod N) (ZMod N) ℝ) (hB : B.PosSemidef), B = A →
        (psdSqrt hB).trace = (psdSqrt hA).trace := by
      intro B hB hBA
      subst hBA
      rfl
    exact hg _ _ ha

end

end KennedyLiebAveraging
```

```lean
#print axioms KennedyLiebAveraging.kennedy_lieb
#print axioms KennedyLiebAveraging.kennedy_lieb_eq_iff
```

```
'KennedyLiebAveraging.kennedy_lieb' depends on axioms: [propext, Classical.choice, Quot.sound]
'KennedyLiebAveraging.kennedy_lieb_eq_iff' depends on axioms: [propext, Classical.choice, Quot.sound]
```

## Scope: real matrices, finite rings, electronic energy

The inequality and its equality condition hold for every finite ring size and every real positive semidefinite $A$, with no restriction on the range of its entries. Complex Hermitian matrices, as needed for a ring threaded by a general magnetic flux, lie outside the hypotheses.

The step from the Lean model to the chain is the identification of $-\operatorname{tr}\sqrt{H^2}$ with the electronic ground-state energy, which rests on half filling, a spectrum symmetric about zero and the absence of interactions. Finding the distortion that the lattice prefers also requires the elastic energy and a minimisation over the $t_j$; the lemma supplies the electronic bound for that calculation.

The theorems concern real numbers, so a floating-point comparison needs a tolerance. Near a zero eigenvalue of $A$, an error of size $\varepsilon$ can become one of size $\sqrt\varepsilon$ in the root. For $A=H^2$, summing the absolute eigenvalues of $H$ avoids this loss on the left-hand side.
